# Second moment of an endpoint score with step weights ±2 after n ≥ 1 steps of a fair two-state random walk

A walker on two states starts at a fixed state `x` and moves to either state with probability 1/2 at each of n ≥ 1 steps. Each step carries the weight +2 if it lands on state 0 and −2 if it lands on state 1, these being the entries of `altH` divided by those of `coin`; a path's score is the product of its weights times a real function `b` at its endpoint. `score_second_moment` says that the mean of the squared score is 4ⁿ times (b(0)² + b(1)²)/2. The proof first finds the mean of `b ^ 2` at the endpoint, using `coin ^ n = coin`, and then compares two sums over paths term by term, using the fact that every path's squared weight is 4ⁿ.

As first written in Lean, the proof fails:

```lean
import Mathlib

open Matrix Filter

namespace RandomWalkSolver

noncomputable section

/-- The product of the matrix entries of `A` along the steps of the path that starts at `x`
and then visits `ω 0, ω 1, …`. -/
def pathProd {ι : Type*} (A : Matrix ι ι ℝ) {n : ℕ} (x : ι) (ω : Fin n → ι) : ℝ :=
  ∏ k : Fin n, A ((Fin.cons x ω : Fin (n + 1) → ι) k.castSucc) (ω k)

/-- The last state of the path that starts at `x` and then visits `ω 0, ω 1, …`. -/
def endpoint {ι : Type*} {n : ℕ} (x : ι) (ω : Fin n → ι) : ι :=
  (Fin.cons x ω : Fin (n + 1) → ι) (Fin.last n)

/-- The sum of `F` over all `n`-step paths from `x`, each weighted by the path product of `P`. -/
def expect {ι : Type*} [Fintype ι] (P : Matrix ι ι ℝ) {n : ℕ} (x : ι)
    (F : (Fin n → ι) → ℝ) : ℝ :=
  ∑ ω, pathProd P x ω * F ω

/-- The matrix of entrywise quotients `H x y / P x y`. -/
def ratio {ι : Type*} (H P : Matrix ι ι ℝ) : Matrix ι ι ℝ :=
  Matrix.of fun x y => H x y / P x y

/-- Summing the path product of `A` times `f` at the endpoint over all `n`-step paths from `x`
gives the `x` component of `A ^ n` applied to `f`. -/
theorem sum_pathProd {ι : Type*} [Fintype ι] [DecidableEq ι] (A : Matrix ι ι ℝ)
    (f : ι → ℝ) (n : ℕ) (x : ι) :
    ∑ ω : Fin n → ι, pathProd A x ω * f (endpoint x ω) = (A ^ n *ᵥ f) x := by
  induction n generalizing x with
  | zero =>
    have h : ∀ ω : Fin 0 → ι, endpoint x ω = x := fun _ => rfl
    simp [pathProd, h]
  | succ n ih =>
    -- split off the first step of the path
    have hprod : ∀ (y : ι) (ω : Fin n → ι),
        pathProd A x (Fin.cons y ω : Fin (n + 1) → ι) = A x y * pathProd A y ω := by
      intro y ω
      unfold pathProd
      rw [Fin.prod_univ_succ]
      rfl
    have hend : ∀ (y : ι) (ω : Fin n → ι),
        endpoint x (Fin.cons y ω : Fin (n + 1) → ι) = endpoint y ω := fun _ _ => rfl
    rw [← Equiv.sum_comp (Fin.consEquiv (fun _ : Fin (n + 1) => ι)), Fintype.sum_prod_type]
    -- the remaining steps are summed by the induction hypothesis
    have hstep : ∀ y : ι, ∑ ω : Fin n → ι,
        pathProd A x (Fin.cons y ω : Fin (n + 1) → ι) *
          f (endpoint x (Fin.cons y ω : Fin (n + 1) → ι)) = A x y * (A ^ n *ᵥ f) y := by
      intro y
      rw [← ih y, Finset.mul_sum]
      refine Finset.sum_congr rfl fun ω _ => ?_
      rw [hprod, hend, mul_assoc]
    rw [pow_succ', ← Matrix.mulVec_mulVec]
    exact Finset.sum_congr rfl fun y _ => hstep y

/-- The two-state matrix with both rows equal to `(1, -1)`. -/
def altH : Matrix (Fin 2) (Fin 2) ℝ := !![1, -1; 1, -1]

/-- The two-state walk with all transition probabilities equal to `1/2`. -/
def coin : Matrix (Fin 2) (Fin 2) ℝ := Matrix.of fun _ _ => 1 / 2

/-- On every single `n`-step path the squared path product of `ratio altH coin` equals `4 ^ n`. -/
theorem weight_sq {n : ℕ} (x : Fin 2) (ω : Fin n → Fin 2) :
    pathProd (ratio altH coin) x ω ^ 2 = 4 ^ n := by
  have key : ∀ i j, ratio altH coin i j ^ 2 = 4 := by
    intro i j
    fin_cases i <;> fin_cases j <;> norm_num [ratio, altH, coin]
  unfold pathProd
  rw [← Finset.prod_pow]
  simp only [key, Finset.prod_const, Finset.card_univ, Fintype.card_fin]

/-- For `n ≥ 1` and paths of the `coin` walk, the path product of `ratio altH coin` times `b` at the
endpoint has second moment `4 ^ n` times the mean of `b ^ 2` over the two states. -/
theorem score_second_moment {n : ℕ} (hn : 1 ≤ n) (b : Fin 2 → ℝ) (x : Fin 2) :
    expect coin x (fun ω : Fin n → Fin 2 =>
        (pathProd (ratio altH coin) x ω * b (endpoint x ω)) ^ 2)
      = 4 ^ n * ((b 0 ^ 2 + b 1 ^ 2) / 2) := by
  -- one step already equilibrates the coin walk
  have hcc : coin * coin = coin := by
    ext i j
    norm_num [coin, Matrix.mul_apply, Fin.sum_univ_two]
  have hpow : coin ^ n = coin := by
    induction n, hn using Nat.le_induction with
    | base => exact pow_one _
    | succ m _ ih => rw [pow_succ, ih, hcc]
  have hs := sum_pathProd coin (fun y => b y ^ 2) n x
  have hv : (coin *ᵥ fun y => b y ^ 2) x = (b 0 ^ 2 + b 1 ^ 2) / 2 := by
    simp only [coin, Matrix.mulVec, dotProduct, Fin.sum_univ_two, Matrix.of_apply]
    ring
  rw [hpow, hv] at hs
  rw [← hs, Finset.mul_sum]
  unfold expect
  refine Finset.sum_congr rfl fun ω _ => ?_
  rw [mul_pow, weight_sq]
  ring

end

end RandomWalkSolver
```

The compiler's answer:

```
Main.lean:96:6: error: Tactic `rewrite` failed: Did not find an occurrence of the pattern
  (?a * ?b) ^ ?n
in the target expression
  pathProd coin x ω * (fun ω => (pathProd (ratio altH coin) x ω * b (endpoint x ω)) ^ 2) ω =
    4 ^ n * (pathProd coin x ω * b (endpoint x ω) ^ 2)

n : ℕ
hn : 1 ≤ n
b : Fin 2 → ℝ
x : Fin 2
hcc : coin * coin = coin
hpow : coin ^ n = coin
hs : ∑ ω, pathProd coin x ω * b (endpoint x ω) ^ 2 = (b 0 ^ 2 + b 1 ^ 2) / 2
hv : (coin *ᵥ fun y => b y ^ 2) x = (b 0 ^ 2 + b 1 ^ 2) / 2
ω : Fin n → Fin 2
x✝ : ω ∈ Finset.univ
⊢ pathProd coin x ω * (fun ω => (pathProd (ratio altH coin) x ω * b (endpoint x ω)) ^ 2) ω =
    4 ^ n * (pathProd coin x ω * b (endpoint x ω) ^ 2)
```

Cause. The error says that `rw [mul_pow, weight_sq]` failed at `mul_pow`, which needs a power of a product, `(?a * ?b) ^ ?n`. The goal seems to have one, but it sits inside a function not yet applied to its argument: `(fun ω => (... * ...) ^ 2) ω`. This form is left by `unfold expect`, which puts the given function in place of `F` in `F ω`. Inside the `fun`, the product depends on the bound variable `ω`, and `rw` cannot rewrite a term that contains a bound variable. The powers outside it, `4 ^ n` and `b (endpoint x ω) ^ 2`, are not powers of products, so they don't match either.

The added `beta_reduce` carries out the application, so that the square is of a product in the path `ω` fixed by the goal. Then `mul_pow` splits the square, `weight_sq` turns the squared weight into `4 ^ n`, and `ring` reorders the factors.

The other change rewords a comment and has no effect on the proof.

As a diff, the version that Lean accepts:

```diff
@@ -78,5 +78,5 @@
         (pathProd (ratio altH coin) x ω * b (endpoint x ω)) ^ 2)
       = 4 ^ n * ((b 0 ^ 2 + b 1 ^ 2) / 2) := by
-  -- one step already equilibrates the coin walk
+  -- the matrix `coin` equals its own square
   have hcc : coin * coin = coin := by
     ext i j
@@ -94,4 +94,5 @@
   unfold expect
   refine Finset.sum_congr rfl fun ω _ => ?_
+  beta_reduce
   rw [mul_pow, weight_sq]
   ring
```
